# Dipole and second moments of a one-dimensional Gaussian as multiples of its integral

Take $e^{-px^2}$ with $p>0$ and differentiate $x e^{-px^2}$:

$$\frac{d}{dx}\left(x e^{-px^2}\right)=(1-2px^2)e^{-px^2}.$$

The function on the left vanishes at both ends of the line, so the right side integrates to zero, and $\int x^2e^{-px^2}dx=\frac{1}{2p}\int e^{-px^2}dx$. The second moment follows from the integral of the Gaussian without a new quadrature.

For a general centre $P$ and prefactor $K$, both real, let $w(x)=K e^{-p(x-P)^2}$ and $S=\int w\,dx$, with all integrals over the whole line. Then

$$\int x\,w\,dx=P S,\qquad \int x^2 w\,dx=\left(P^2+\frac1{2p}\right)S .$$

## Matrix elements between s-type functions

In an electronic-structure code with Gaussian basis functions, these identities give the one-dimensional factors of dipole and second-moment matrix elements between two primitive s-type functions, each a single Gaussian, once the overlap factor of the pair is known. A contracted function is a sum of primitives, so the identities are applied to each pair of primitives and the results are summed with the contraction coefficients. The dipole here is a moment of position; the charge is a separate factor.

## Moments from a vanishing integral

Put $u=x-P$, so that $w'=-2pu\,w$. Any polynomial in $u$ times $w$ is integrable, because the Gaussian decays faster than any power grows. For real $\alpha,\beta,\gamma$, the product rule gives

$$\frac{d}{dx}\left[-\frac{1}{2p}(\beta+\gamma u)w\right]
=-\frac{\gamma}{2p}w+(\beta u+\gamma u^2)w .$$

The bracket vanishes at $\pm\infty$, so the right side integrates to zero. Adding $\alpha S$ to both sides of the resulting equation yields

$$\int(\alpha+\beta u+\gamma u^2)w\,dx=\left(\alpha+\frac{\gamma}{2p}\right)S .$$

About an origin $C$, write $x-C=(P-C)+u$ and $(x-C)^2=(P-C)^2+2(P-C)u+u^2$. The moments are therefore $(P-C)S$ and $\left((P-C)^2+\frac1{2p}\right)S$, and $C=0$ gives the identities above. If $K\ne0$, then $S=K\sqrt{\pi/p}\neq0$, and the normalised variance is $P^2+\frac1{2p}-P^2=\frac1{2p}$.

For two Gaussians with exponents $a,b$ and centres $A,B$, where $a+b>0$, let $Q=(aA+bB)/(a+b)$. Completing the square gives

$$a(x-A)^2+b(x-B)^2=(a+b)(x-Q)^2+aA^2+bB^2-\frac{(aA+bB)^2}{a+b},$$

and the last three terms combine to $\frac{ab}{a+b}(A-B)^2$. The product is thus one Gaussian with exponent $a+b$ and centre $Q$, and the moment formulas apply with $p=a+b$ and $P=Q$.

## The Lean file

```lean
import Mathlib

open MeasureTheory

namespace GaussianMoments

noncomputable section

/-- The one-dimensional Gaussian `K exp(-p (x - P)²)` with prefactor `K`, exponent `p`
and centre `P`. -/
def gaussian (K p P x : ℝ) : ℝ := K * Real.exp (-p * (x - P) ^ 2)

/-- The integral `S` of the Gaussian over the whole line. -/
def overlap (K p P : ℝ) : ℝ := ∫ x, gaussian K p P x

/-- The slope of a Gaussian is `-2p (x - P)` times the Gaussian itself. -/
theorem hasDerivAt_gaussian (K p P x : ℝ) :
    HasDerivAt (gaussian K p P) (-2 * p * (x - P) * gaussian K p P x) x := by
  have h := (((((hasDerivAt_id' x).sub_const P).fun_pow 2).const_mul (-p)).exp).const_mul K
  exact h.congr_deriv (by simp only [gaussian, Nat.cast_ofNat]; ring)

/-- A quadratic polynomial in the displacement from the centre, times a Gaussian of positive
exponent, is integrable over the line. -/
theorem integrable_quadratic {p : ℝ} (hp : 0 < p) (K P α β γ : ℝ) :
    Integrable (fun x => (α + β * (x - P) + γ * (x - P) ^ 2) * gaussian K p P x) := by
  have h0 := (integrable_exp_neg_mul_sq hp).const_mul (K * α)
  have h1 := (integrable_mul_exp_neg_mul_sq hp).const_mul (K * β)
  have h2 := integrable_rpow_mul_exp_neg_mul_sq hp (s := 2) (by norm_num)
  simp only [Real.rpow_two] at h2
  have h := ((h0.add h1).add (h2.const_mul (K * γ))).comp_sub_right P
  refine h.congr (Filter.Eventually.of_forall fun x => ?_)
  simp only [Pi.add_apply, gaussian]
  ring

/-- For `p > 0` the integral of `α + β (x - P) + γ (x - P)²` against the Gaussian is `α + γ/(2p)`
times the integral of the Gaussian. -/
theorem integral_quadratic {p : ℝ} (hp : 0 < p) (K P α β γ : ℝ) :
    ∫ x, (α + β * (x - P) + γ * (x - P) ^ 2) * gaussian K p P x
      = (α + γ / (2 * p)) * overlap K p P := by
  have hg : Integrable (gaussian K p P) :=
    ((integrable_exp_neg_mul_sq hp).comp_sub_right P).const_mul K
  have hq := integrable_quadratic hp K P α β γ
  have hc := hg.const_mul (α + γ / (2 * p))
  -- the difference of the two integrands is a total derivative
  have hd : ∀ x, HasDerivAt
      (fun y => -(1 / (2 * p)) * ((β + γ * (y - P)) * gaussian K p P y))
      ((α + β * (x - P) + γ * (x - P) ^ 2) * gaussian K p P x
        - (α + γ / (2 * p)) * gaussian K p P x) x := by
    intro x
    have h := (((((hasDerivAt_id' x).sub_const P).const_mul γ).const_add β).fun_mul
      (hasDerivAt_gaussian K p P x)).const_mul (-(1 / (2 * p)))
    exact h.congr_deriv (by field_simp; ring)
  have hf : Integrable
      (fun y => -(1 / (2 * p)) * ((β + γ * (y - P)) * gaussian K p P y)) := by
    have e : (fun y => -(1 / (2 * p)) * ((β + γ * (y - P)) * gaussian K p P y))
        = fun y => -(1 / (2 * p)) *
          ((β + γ * (y - P) + 0 * (y - P) ^ 2) * gaussian K p P y) := by
      funext y
      ring
    rw [e]
    exact (integrable_quadratic hp K P β γ 0).const_mul _
  -- so its integral over the line vanishes
  have h := integral_eq_zero_of_hasDerivAt_of_integrable hd (hq.sub hc) hf
  rw [integral_sub hq hc, integral_const_mul] at h
  exact sub_eq_zero.mp h

/-- For `p > 0` the dipole integral about any origin `C` converges and equals `(P - C) S`. -/
theorem dipole_about {p : ℝ} (hp : 0 < p) (K P C : ℝ) :
    Integrable (fun x => (x - C) * gaussian K p P x) ∧
    ∫ x, (x - C) * gaussian K p P x = (P - C) * overlap K p P := by
  have e : (fun x => (x - C) * gaussian K p P x)
      = fun x => ((P - C) + 1 * (x - P) + 0 * (x - P) ^ 2) * gaussian K p P x := by
    funext x
    ring
  rw [e]
  refine ⟨integrable_quadratic hp K P _ _ _, ?_⟩
  rw [integral_quadratic hp, zero_div, add_zero]

/-- For `p > 0` the second moment about any origin `C` converges and equals `((P - C)² + 1/(2p)) S`.
-/
theorem second_moment_about {p : ℝ} (hp : 0 < p) (K P C : ℝ) :
    Integrable (fun x => (x - C) ^ 2 * gaussian K p P x) ∧
    ∫ x, (x - C) ^ 2 * gaussian K p P x
      = ((P - C) ^ 2 + 1 / (2 * p)) * overlap K p P := by
  have e : (fun x => (x - C) ^ 2 * gaussian K p P x)
      = fun x => ((P - C) ^ 2 + (2 * (P - C)) * (x - P) + 1 * (x - P) ^ 2)
          * gaussian K p P x := by
    funext x
    ring
  rw [e]
  exact ⟨integrable_quadratic hp K P _ _ _, integral_quadratic hp K P _ _ _⟩

/-- For `p > 0` the integrals of `x w` and `x² w` over the line converge, and they equal
`P S` and `(P² + 1/(2p)) S`, where `w` is the Gaussian and `S` its integral. -/
theorem gaussian_moments {p : ℝ} (hp : 0 < p) (K P : ℝ) :
    (Integrable (fun x => x * gaussian K p P x) ∧
      ∫ x, x * gaussian K p P x = P * overlap K p P) ∧
    (Integrable (fun x => x ^ 2 * gaussian K p P x) ∧
      ∫ x, x ^ 2 * gaussian K p P x = (P ^ 2 + 1 / (2 * p)) * overlap K p P) := by
  have h1 := dipole_about hp K P 0
  have h2 := second_moment_about hp K P 0
  simp only [sub_zero] at h1 h2
  exact ⟨h1, h2⟩

/-- For `p > 0` and `K ≠ 0` the variance of position weighted by the Gaussian, normalised by its
integral, is `1/(2p)`. -/
theorem variance_eq {p K : ℝ} (hp : 0 < p) (hK : K ≠ 0) (P : ℝ) :
    (∫ x, x ^ 2 * gaussian K p P x) / overlap K p P
      - ((∫ x, x * gaussian K p P x) / overlap K p P) ^ 2 = 1 / (2 * p) := by
  -- the normalising integral does not vanish
  have hS : overlap K p P ≠ 0 := by
    have h : ∫ x : ℝ, Real.exp (-p * (x - P) ^ 2) = √(Real.pi / p) :=
      (integral_sub_right_eq_self (μ := volume)
        (fun y : ℝ => Real.exp (-p * y ^ 2)) P).trans (integral_gaussian p)
    simp only [overlap, gaussian]
    rw [integral_const_mul, h]
    exact mul_ne_zero hK (Real.sqrt_pos.mpr (div_pos Real.pi_pos hp)).ne'
  obtain ⟨⟨_, h1⟩, ⟨_, h2⟩⟩ := gaussian_moments hp K P
  rw [h1, h2, mul_div_cancel_right₀ _ hS, mul_div_cancel_right₀ _ hS]
  ring

/-- Gaussian product theorem: if `a + b ≠ 0`, the product of two Gaussians is a single Gaussian
with exponent `a + b`, centred at `(aA + bB)/(a + b)`. -/
theorem gaussian_mul {a b : ℝ} (hab : a + b ≠ 0) (K L A B x : ℝ) :
    gaussian K a A x * gaussian L b B x
      = gaussian (K * L * Real.exp (-(a * b / (a + b)) * (A - B) ^ 2)) (a + b)
          ((a * A + b * B) / (a + b)) x := by
  -- complete the square in the exponent
  have h : -a * (x - A) ^ 2 + -b * (x - B) ^ 2
      = -(a * b / (a + b)) * (A - B) ^ 2
        + -(a + b) * (x - (a * A + b * B) / (a + b)) ^ 2 := by
    field_simp
    ring
  have h' := congrArg Real.exp h
  rw [Real.exp_add, Real.exp_add] at h'
  simp only [gaussian]
  linear_combination (K * L) * h'

/-- Between two Gaussians with `a + b > 0`, the matrix elements of `x - C` and `(x - C)²`
converge and are the stated multiples of the integral of the product of the two Gaussians. -/
theorem pair_moments {a b : ℝ} (hab : 0 < a + b) (K L A B C : ℝ) :
    (Integrable (fun x => gaussian K a A x * ((x - C) * gaussian L b B x)) ∧
      ∫ x, gaussian K a A x * ((x - C) * gaussian L b B x)
        = ((a * A + b * B) / (a + b) - C) * ∫ x, gaussian K a A x * gaussian L b B x) ∧
    (Integrable (fun x => gaussian K a A x * ((x - C) ^ 2 * gaussian L b B x)) ∧
      ∫ x, gaussian K a A x * ((x - C) ^ 2 * gaussian L b B x)
        = (((a * A + b * B) / (a + b) - C) ^ 2 + 1 / (2 * (a + b)))
          * ∫ x, gaussian K a A x * gaussian L b B x) := by
  -- move the operator to the front and merge the two Gaussians
  simp only [mul_left_comm (gaussian K a A _), gaussian_mul hab.ne']
  exact ⟨dipole_about hab _ _ C, second_moment_about hab _ _ C⟩

end

end GaussianMoments
```

```lean
#print axioms GaussianMoments.gaussian_moments
-- 'GaussianMoments.gaussian_moments' depends on axioms: [propext, Classical.choice, Quot.sound]
#print axioms GaussianMoments.variance_eq
-- 'GaussianMoments.variance_eq' depends on axioms: [propext, Classical.choice, Quot.sound]
#print axioms GaussianMoments.pair_moments
-- 'GaussianMoments.pair_moments' depends on axioms: [propext, Classical.choice, Quot.sound]
```

## How the proof follows the derivation

`hasDerivAt_gaussian` is $w'=-2pu\,w$. `integrable_quadratic` takes Mathlib's integrability results for Gaussians centred at zero and translates them by $P$.

In `integral_quadratic`, `hd` is the derivative identity and `hf` the integrability of the bracket. Mathlib's `integral_eq_zero_of_hasDerivAt_of_integrable` then does the work of the boundary terms: if a function and its derivative are both integrable, the derivative integrates to zero.

`dipole_about` and `second_moment_about` expand about $P$, with `ring` checking the algebra, and `gaussian_moments` sets $C=0$. `variance_eq` first shows $S\ne0$, then divides. `gaussian_mul` completes the square and exponentiates; `pair_moments` moves the operator to the front, merges the two Gaussians and applies the moment theorems.

## Scope for an implementation

In `gaussian K p P x`, the arguments are prefactor, exponent, centre and position, all real. `overlap K p P` is $S$, the integral of a single Gaussian; it becomes the overlap of two basis functions when that Gaussian is their product.

The main theorem, `gaussian_moments`, assumes only `0 < p`, the condition that makes the function localised. It states convergence (`Integrable`) along with each value, which matters because Lean assigns zero to a divergent integral. $K$ may be negative or zero; only `variance_eq` excludes zero, because it divides by $S$.

`pair_moments` requires only that the sum of the exponents be positive; basis functions have both positive. It leaves the overlap of the pair as an integral, which the code must supply.

The theorems concern exact real arithmetic in one dimension. Rounding error, the assembly of three-dimensional integrals and matrix elements between functions of higher angular momentum are not treated here.
